# Trace orthogonality of tensor operators that obey the ladder relations

For spin 1/2, the matrices $S_-$, $\sqrt2\,S_z$ and $-S_+$ all have $\operatorname{tr}(A^\dagger A)=1$: commutation with $S_+$ turns each of the first two into $\sqrt2$ times the next, and commutation with $S_-$, its adjoint under the trace, leads back with the same factor. The same mechanism works for any two tensor operators between the same two finite-dimensional spaces, provided that both obey the ladder relations: the trace $\operatorname{tr}(T^\dagger U)$ of two components vanishes unless their ranks and projections agree, and for equal ranks and projections it has the same value for every projection.

In Lean 4 with Mathlib:

```lean
import Mathlib

open scoped Matrix

namespace TensorTrace

noncomputable section

variable {m n : Type*} [Fintype m] [Fintype n]

/-- The commutator action `J A - A J'` of an angular momentum component on an operator `A`
between two representations. -/
def act (J : Matrix m m ℂ) (J' : Matrix n n ℂ) (A : Matrix m n ℂ) : Matrix m n ℂ :=
  J * A - A * J'

/-- The component `Jz = [J₊, J₋] / 2`, where `J` is `J₊` and its adjoint is `J₋`. -/
def jz (J : Matrix m m ℂ) : Matrix m m ℂ := (1 / 2 : ℂ) • (J * Jᴴ - Jᴴ * J)

/-- The ladder coefficient `√((k - q)(k + q + 1))`, written with `r = 2k` and `a = k + q`,
for `a ≤ r`. -/
def ladder (r a : ℕ) : ℂ := (Real.sqrt (((r : ℝ) - a) * (a + 1)) : ℝ)

/-- `T` is a tensor operator of rank `k = r / 2` between the representations with raising
matrices `J` and `J'`; its component `q = a - k` is `T a`, for `a = 0, ..., r`. -/
structure IsTensor (J : Matrix m m ℂ) (J' : Matrix n n ℂ) (r : ℕ)
    (T : ℕ → Matrix m n ℂ) : Prop where
  raise : ∀ a < r, act J J' (T a) = ladder r a • T (a + 1)
  top : act J J' (T r) = 0
  lower : ∀ a < r, act Jᴴ J'ᴴ (T (a + 1)) = ladder r a • T a
  bottom : act Jᴴ J'ᴴ (T 0) = 0

variable {J : Matrix m m ℂ} {J' : Matrix n n ℂ} {r s : ℕ} {T U : ℕ → Matrix m n ℂ}

/-- The ladder coefficient is nonzero below the top component. -/
theorem ladder_ne_zero {r a : ℕ} (h : a < r) : ladder r a ≠ 0 := by
  have h' : (a : ℝ) < r := by exact_mod_cast h
  exact Complex.ofReal_ne_zero.mpr
    (Real.sqrt_pos.mpr (mul_pos (sub_pos.mpr h') (by positivity))).ne'

/-- The component `T a` of a tensor operator of rank `k = r / 2` carries the `Jz` quantum
number `q = a - k`. -/
theorem jz_relation (hT : IsTensor J J' r T) {a : ℕ} (ha : a ≤ r) :
    act (jz J) (jz J') (T a) = ((a : ℂ) - r / 2) • T a := by
  have sq : ∀ c < r, ladder r c * ladder r c = ((r : ℂ) - c) * (c + 1) := by
    intro c hc
    have h' : (c : ℝ) < r := by exact_mod_cast hc
    rw [ladder, ← Complex.ofReal_mul,
      Real.mul_self_sqrt (mul_nonneg (by linarith) (by positivity))]
    simp
  have lin : ∀ (A : Matrix m m ℂ) (B : Matrix n n ℂ) (x : ℂ) (X : Matrix m n ℂ),
      act A B (x • X) = x • act A B X := by
    intro A B x X
    simp only [act, Matrix.mul_smul, Matrix.smul_mul, smul_sub]
  have zero : ∀ (A : Matrix m m ℂ) (B : Matrix n n ℂ), act A B 0 = 0 := by
    intro A B
    simp [act]
  -- one step down and back up
  have up : act J J' (act Jᴴ J'ᴴ (T a)) = ((a : ℂ) * (r - a + 1)) • T a := by
    cases a with
    | zero => rw [hT.bottom, zero]; simp
    | succ c =>
      rw [hT.lower c (by omega), lin, hT.raise c (by omega), smul_smul, sq c (by omega)]
      congr 1
      push_cast
      ring
  -- one step up and back down
  have down : act Jᴴ J'ᴴ (act J J' (T a)) = (((r : ℂ) - a) * (a + 1)) • T a := by
    rcases ha.lt_or_eq with h | h
    · rw [hT.raise a h, lin, hT.lower a h, smul_smul, sq a h]
    · rw [h, hT.top, zero]; simp
  have key : act (jz J) (jz J') (T a) = (1 / 2 : ℂ) •
      (act J J' (act Jᴴ J'ᴴ (T a)) - act Jᴴ J'ᴴ (act J J' (T a))) := by
    simp only [act, jz, Matrix.mul_sub, Matrix.sub_mul, Matrix.smul_mul, Matrix.mul_smul,
      Matrix.mul_assoc]
    module
  rw [key, up, down]
  module

/-- Under the trace pairing `tr(Aᴴ B)`, the adjoint of a commutator action is the commutator
action of the adjoint matrices. -/
theorem trace_act (J : Matrix m m ℂ) (J' : Matrix n n ℂ) (A B : Matrix m n ℂ) :
    Matrix.trace ((act J J' A)ᴴ * B) = Matrix.trace (Aᴴ * act Jᴴ J'ᴴ B) := by
  simp only [act, Matrix.conjTranspose_sub, Matrix.conjTranspose_mul, Matrix.sub_mul,
    Matrix.mul_sub, Matrix.trace_sub, Matrix.mul_assoc]
  rw [Matrix.trace_mul_comm J'ᴴ (Aᴴ * B), Matrix.mul_assoc]

/-- The ladder relations link the overlaps of neighbouring components of two tensor
operators. -/
theorem trace_step (hT : IsTensor J J' r T) (hU : IsTensor J J' s U) {a b : ℕ}
    (ha : a < r) (hb : b < s) :
    ladder r a * Matrix.trace ((T (a + 1))ᴴ * U (b + 1)) =
      ladder s b * Matrix.trace ((T a)ᴴ * U b) := by
  have h := trace_act J J' (T a) (U (b + 1))
  have hs : star (ladder r a) = ladder r a := Complex.conj_ofReal _
  rw [hT.raise a ha, hU.lower b hb] at h
  simpa only [Matrix.conjTranspose_smul, hs, Matrix.smul_mul, Matrix.mul_smul,
    Matrix.trace_smul, smul_eq_mul] using h

/-- The overlap vanishes if `T a` lies `d` steps below the top of its ladder and `U b` lies
more than `d` steps below the top of its own. -/
theorem trace_zero_of_top (hT : IsTensor J J' r T) (hU : IsTensor J J' s U) (d : ℕ) :
    ∀ a b : ℕ, a + d = r → b + d < s → Matrix.trace ((T a)ᴴ * U b) = 0 := by
  induction d with
  | zero =>
    intro a b ha hb
    have har : a = r := by omega
    have hbs : b < s := by omega
    have h := trace_act J J' (T r) (U (b + 1))
    rw [hT.top, hU.lower b hbs] at h
    simp only [Matrix.conjTranspose_zero, Matrix.zero_mul, Matrix.trace_zero,
      Matrix.mul_smul, Matrix.trace_smul, smul_eq_mul] at h
    rw [har]
    exact (mul_eq_zero.mp h.symm).resolve_left (ladder_ne_zero hbs)
  | succ d ih =>
    intro a b ha hb
    have hbs : b < s := by omega
    have h := trace_step hT hU (a := a) (b := b) (by omega) hbs
    rw [ih (a + 1) (b + 1) (by omega) (by omega), mul_zero] at h
    exact (mul_eq_zero.mp h.symm).resolve_left (ladder_ne_zero hbs)

/-- The overlap vanishes if `T a` lies nearer to the bottom of its ladder than `U b` to the
bottom of its own. -/
theorem trace_zero_of_bottom (hT : IsTensor J J' r T) (hU : IsTensor J J' s U) (a : ℕ) :
    ∀ b : ℕ, a ≤ r → b ≤ s → a < b → Matrix.trace ((T a)ᴴ * U b) = 0 := by
  induction a with
  | zero =>
    intro b _ hb hab
    obtain ⟨c, rfl⟩ : ∃ c, b = c + 1 := ⟨b - 1, by omega⟩
    have h := trace_act Jᴴ J'ᴴ (T 0) (U c)
    rw [Matrix.conjTranspose_conjTranspose, Matrix.conjTranspose_conjTranspose,
      hT.bottom, hU.raise c (by omega)] at h
    simp only [Matrix.conjTranspose_zero, Matrix.zero_mul, Matrix.trace_zero,
      Matrix.mul_smul, Matrix.trace_smul, smul_eq_mul] at h
    exact (mul_eq_zero.mp h.symm).resolve_left (ladder_ne_zero (by omega))
  | succ a ih =>
    intro b ha hb hab
    obtain ⟨c, rfl⟩ : ∃ c, b = c + 1 := ⟨b - 1, by omega⟩
    have h := trace_step hT hU (a := a) (b := c) (by omega) (by omega)
    rw [ih c (by omega) (by omega) (by omega), mul_zero] at h
    exact (mul_eq_zero.mp h).resolve_left (ladder_ne_zero (by omega))

/-- The closed-shell trace of two tensor operators vanishes unless ranks and components agree,
and is then `1 / (2k + 1)` times the sum over all components, where `r = 2k`. -/
theorem closed_shell_trace (hT : IsTensor J J' r T) (hU : IsTensor J J' s U) {a b : ℕ}
    (ha : a ≤ r) (hb : b ≤ s) :
    Matrix.trace ((T a)ᴴ * U b) =
      if r = s ∧ a = b then
        1 / ((r : ℂ) + 1) * ∑ c ∈ Finset.range (r + 1), Matrix.trace ((T c)ᴴ * U c)
      else 0 := by
  split_ifs with h
  · obtain ⟨h1, h2⟩ := h
    subst h1
    subst h2
    -- equal ranks: the ladder coefficients cancel
    have const : ∀ c : ℕ, c ≤ r →
        Matrix.trace ((T c)ᴴ * U c) = Matrix.trace ((T 0)ᴴ * U 0) := by
      intro c
      induction c with
      | zero => intro _; rfl
      | succ c ih =>
        intro hc
        have hcr : c < r := by omega
        exact (mul_left_cancel₀ (ladder_ne_zero hcr) (trace_step hT hU hcr hcr)).trans
          (ih hcr.le)
    have hr : (r : ℂ) + 1 ≠ 0 := by exact_mod_cast Nat.succ_ne_zero r
    rw [Finset.sum_congr rfl (fun c hc => const c (by
      have := Finset.mem_range.mp hc
      omega)), Finset.sum_const, Finset.card_range, nsmul_eq_mul, const a ha]
    push_cast
    field_simp
  · -- exchanging the two operators conjugates the trace
    have swap : Matrix.trace ((T a)ᴴ * U b) = star (Matrix.trace ((U b)ᴴ * T a)) := by
      rw [← Matrix.trace_conjTranspose, Matrix.conjTranspose_mul,
        Matrix.conjTranspose_conjTranspose]
    rcases lt_trichotomy a b with hab | hab | hab
    · exact trace_zero_of_bottom hT hU a b ha hb hab
    · rcases lt_or_gt_of_ne (fun hrs : r = s => h ⟨hrs, hab⟩) with hrs | hrs
      · exact trace_zero_of_top hT hU (r - a) a b (by omega) (by omega)
      · rw [swap, trace_zero_of_top hU hT (s - b) b a (by omega) (by omega), star_zero]
    · rw [swap, trace_zero_of_bottom hU hT b a hb ha hab, star_zero]

/-- The spherical components of the angular momentum, scaled by `√2`:
`J₋`, `√2 Jz` and `-J₊` for `a = 0, 1, 2`. -/
def vectorOp (J : Matrix m m ℂ) : ℕ → Matrix m m ℂ
  | 0 => Jᴴ
  | 1 => ((Real.sqrt 2 : ℝ) : ℂ) • jz J
  | _ => -J

/-- If `[Jz, J₊] = J₊`, the angular momentum is itself a tensor operator of rank 1. -/
theorem vectorOp_isTensor (h : act (jz J) (jz J) J = J) : IsTensor J J 2 (vectorOp J) := by
  have h1 : jz J * J - J * jz J = J := h
  have hz : (jz J)ᴴ = jz J := by simp [jz]
  have h2 : Jᴴ * jz J - jz J * Jᴴ = Jᴴ := by
    have h3 := congrArg Matrix.conjTranspose h1
    simpa only [Matrix.conjTranspose_sub, Matrix.conjTranspose_mul, hz] using h3
  have l0 : ladder 2 0 = ((Real.sqrt 2 : ℝ) : ℂ) := by norm_num [ladder]
  have l1 : ladder 2 1 = ((Real.sqrt 2 : ℝ) : ℂ) := by norm_num [ladder]
  have hs : ((Real.sqrt 2 : ℝ) : ℂ) * ((Real.sqrt 2 : ℝ) : ℂ) = 2 := by
    rw [← Complex.ofReal_mul, Real.mul_self_sqrt (by norm_num)]
    norm_num
  refine ⟨?_, ?_, ?_, ?_⟩
  · intro a ha
    interval_cases a
    · show act J J Jᴴ = ladder 2 0 • (((Real.sqrt 2 : ℝ) : ℂ) • jz J)
      rw [l0, smul_smul, hs]
      simp only [act, jz]
      module
    · show act J J (((Real.sqrt 2 : ℝ) : ℂ) • jz J) = ladder 2 1 • (-J)
      rw [l1]
      simp only [act, Matrix.mul_smul, Matrix.smul_mul]
      linear_combination (norm := module) (-((Real.sqrt 2 : ℝ) : ℂ)) • h1
  · show act J J (-J) = 0
    simp [act]
  · intro a ha
    interval_cases a
    · show act Jᴴ Jᴴ (((Real.sqrt 2 : ℝ) : ℂ) • jz J) = ladder 2 0 • Jᴴ
      rw [l0]
      simp only [act, Matrix.mul_smul, Matrix.smul_mul]
      linear_combination (norm := module) ((Real.sqrt 2 : ℝ) : ℂ) • h2
    · show act Jᴴ Jᴴ (-J) = ladder 2 1 • (((Real.sqrt 2 : ℝ) : ℂ) • jz J)
      rw [l1, smul_smul, hs]
      simp only [act, jz, Matrix.mul_neg, Matrix.neg_mul]
      module
  · show act Jᴴ Jᴴ Jᴴ = 0
    simp [act]

/-- The spin-1/2 matrices form a tensor operator of rank 1. -/
theorem isTensor_witness :
    IsTensor (!![0, 1; 0, 0] : Matrix (Fin 2) (Fin 2) ℂ) !![0, 1; 0, 0] 2
      (vectorOp !![0, 1; 0, 0]) := by
  -- the lowering matrix and Jz in explicit form
  have hd : (!![0, 1; 0, 0] : Matrix (Fin 2) (Fin 2) ℂ)ᴴ = !![0, 0; 1, 0] := by
    ext i j
    fin_cases i <;> fin_cases j <;> simp [Matrix.conjTranspose_apply]
  have hj : jz (!![0, 1; 0, 0] : Matrix (Fin 2) (Fin 2) ℂ) = !![1 / 2, 0; 0, -1 / 2] := by
    rw [jz, hd, Matrix.mul_fin_two, Matrix.mul_fin_two]
    ext i j
    fin_cases i <;> fin_cases j <;> norm_num
  apply vectorOp_isTensor
  rw [act, hj, Matrix.mul_fin_two, Matrix.mul_fin_two]
  ext i j
  fin_cases i <;> fin_cases j <;> norm_num

/-- If `[Jz, J₊] = J₊`, the trace of `Jz²` is one third of the trace of
`J² = Jz² + (J₊ J₋ + J₋ J₊) / 2`. -/
theorem trace_jz_sq (h : act (jz J) (jz J) J = J) :
    Matrix.trace (jz J * jz J) =
      1 / 3 * Matrix.trace (jz J * jz J + (1 / 2 : ℂ) • (J * Jᴴ + Jᴴ * J)) := by
  have hz : (jz J)ᴴ = jz J := by simp [jz]
  have hc : star ((Real.sqrt 2 : ℝ) : ℂ) = ((Real.sqrt 2 : ℝ) : ℂ) := Complex.conj_ofReal _
  have hs : ((Real.sqrt 2 : ℝ) : ℂ) * ((Real.sqrt 2 : ℝ) : ℂ) = 2 := by
    rw [← Complex.ofReal_mul, Real.mul_self_sqrt (by norm_num)]
    norm_num
  have e0 : Matrix.trace ((vectorOp J 0)ᴴ * vectorOp J 0) = Matrix.trace (J * Jᴴ) := by
    simp [vectorOp]
  have e1 : Matrix.trace ((vectorOp J 1)ᴴ * vectorOp J 1) =
      2 * Matrix.trace (jz J * jz J) := by
    show Matrix.trace ((((Real.sqrt 2 : ℝ) : ℂ) • jz J)ᴴ *
      (((Real.sqrt 2 : ℝ) : ℂ) • jz J)) = _
    rw [Matrix.conjTranspose_smul, hz, hc, Matrix.smul_mul, Matrix.mul_smul, smul_smul, hs,
      Matrix.trace_smul, smul_eq_mul]
  have e2 : Matrix.trace ((vectorOp J 2)ᴴ * vectorOp J 2) = Matrix.trace (Jᴴ * J) := by
    simp [vectorOp]
  -- the component q = 0 carries one third of the sum
  have t := closed_shell_trace (vectorOp_isTensor h) (vectorOp_isTensor h)
    (a := 1) (b := 1) (by norm_num) (by norm_num)
  rw [if_pos ⟨rfl, rfl⟩] at t
  simp only [Finset.sum_range_succ, Finset.sum_range_zero, e0, e1, e2, Nat.cast_ofNat] at t
  simp only [Matrix.trace_add, Matrix.trace_smul, smul_eq_mul]
  linear_combination t / 2

end

end TensorTrace
```

```lean
#print axioms TensorTrace.jz_relation
-- 'TensorTrace.jz_relation' depends on axioms: [propext, Classical.choice, Quot.sound]
#print axioms TensorTrace.trace_step
-- 'TensorTrace.trace_step' depends on axioms: [propext, Classical.choice, Quot.sound]
#print axioms TensorTrace.trace_jz_sq
-- 'TensorTrace.trace_jz_sq' depends on axioms: [propext, Classical.choice, Quot.sound]
```

## Ranks, components and ladder relations

A matrix $A$ of type `Matrix m n ℂ` maps the space labelled by `n` to the one labelled by `m`. The raising matrices on these spaces are `J` (on `m`) and `J'` (on `n`), written $J_+$ and $J_+'$ here. The lowering matrices are their adjoints, `Jᴴ` and `J'ᴴ`, and `jz` defines $J_z=\tfrac12[J_+,J_-]$, which is automatically Hermitian; units have $\hbar=1$. The function `act` gives the commutator actions

$$\mathcal J_+A=J_+A-AJ_+',\qquad \mathcal J_-A=J_-A-AJ_-'.$$

A component of rank $k$ and projection $q$ is stored under natural numbers $r=2k$ and $a=k+q$, so $0\le a\le r$ and half-integer ranks are included. For the second operator, $s=2k'$ and $b=k'+q'$. The coefficient `ladder r a` is

$$c_r(a)=\sqrt{(r-a)(a+1)}=\sqrt{(k-q)(k+q+1)}.$$

The structure `IsTensor` requires, for $a<r$,

$$\mathcal J_+T_a=c_r(a)T_{a+1},\qquad \mathcal J_-T_{a+1}=c_r(a)T_a,$$

together with $\mathcal J_+T_r=0$ and $\mathcal J_-T_0=0$. These relations say that the components rotate into one another as a multiplet of angular momentum $k$, and they fix the relative phases of the components.

The main theorem, `closed_shell_trace`, states that for $a\le r$ and $b\le s$

$$\operatorname{tr}(T_a^\dagger U_b)=\delta_{rs}\,\delta_{ab}\,\frac1{r+1}\sum_{c=0}^{r}\operatorname{tr}(T_c^\dagger U_c).$$

Since $r+1=2k+1$, this is the factor $\delta_{kk'}\delta_{qq'}/(2k+1)$. The theorem does not assume $[J_z,J_+]=J_+$ for the matrices on either space; the ladder relations of $T$ and $U$ suffice. Angular momentum representations are the case of physical interest.

## The angular factor of a closed-shell loop

Let the two spaces be two atomic shells, with magnetic substates $\mu$ (labelled by `m`) and $\nu$ (labelled by `n`). The trace is then a sum over all substates of both shells:

$$\operatorname{tr}(T_a^\dagger U_b)=\sum_{\mu,\nu}\overline{(T_a)_{\mu\nu}}\,(U_b)_{\mu\nu}.$$

In perturbation theory for closed-shell atoms, such a sum is the angular part of a direct particle–hole loop between two finite shells, and the theorem says that the loop joins only equal ranks and equal projections. Radial integrals, energy denominators and exchange diagrams lie beyond this statement, and the remaining sum over $c$ is not evaluated in terms of reduced matrix elements.

## Moving a commutator across the trace

By cyclicity of the trace,

$$\begin{aligned}
\operatorname{tr}((\mathcal J_+A)^\dagger B)
&=\operatorname{tr}(A^\dagger J_-B)-\operatorname{tr}(J_-'A^\dagger B)\\
&=\operatorname{tr}(A^\dagger J_-B)-\operatorname{tr}(A^\dagger BJ_-')
=\operatorname{tr}(A^\dagger\mathcal J_-B).
\end{aligned}$$

This is `trace_act`, where `Matrix.trace_mul_comm` supplies the cyclic step. Write $G_{a,b}=\operatorname{tr}(T_a^\dagger U_b)$. Setting $A=T_a$ and $B=U_{b+1}$, and using that the coefficients are real, gives `trace_step`:

$$c_r(a)\,G_{a+1,b+1}=c_s(b)\,G_{a,b}\qquad(a<r,\ b<s).$$

Both coefficients are nonzero by `ladder_ne_zero`, so a zero overlap can be carried along the ladders in either direction.

## Why unequal labels give zero

Suppose first that $T_a$ is closer to its top than $U_b$ is to its own, so that $r-a<s-b$. If $a=r$, moving the commutator gives

$$0=\operatorname{tr}((\mathcal J_+T_r)^\dagger U_{b+1})=c_s(b)\,G_{r,b},$$

and hence $G_{r,b}=0$. If $a<r$, the step relation expresses $G_{a,b}$ through $G_{a+1,b+1}$, which is one step closer to the top. The lemma `trace_zero_of_top` is this induction on the distance $d=r-a$.

Suppose next that $a<b$. If $a=0$, the same argument with raising and lowering exchanged gives

$$0=\operatorname{tr}((\mathcal J_-T_0)^\dagger U_{b-1})=c_s(b-1)\,G_{0,b}.$$

For larger $a$, the step relation reduces $G_{a,b}$ to $G_{a-1,b-1}$, which vanishes by induction. This is `trace_zero_of_bottom`.

The reversed cases follow from $\operatorname{tr}(T_a^\dagger U_b)=\overline{\operatorname{tr}(U_b^\dagger T_a)}$, named `swap` in the main proof. There `lt_trichotomy` separates $a<b$, $a=b$ and $a>b$. The first and last use the bottom argument; when $a=b$ but $r\ne s$, the top argument applies, with the operators exchanged if $r>s$.

## Why equal labels give the average

For $r=s$ and $a=b$, the two coefficients in the step relation are the same nonzero number. Cancelling them leaves $G_{a+1,a+1}=G_{a,a}$, so every diagonal overlap equals $G_{0,0}$; this is the induction `const`. The sum then has $r+1$ equal terms, and division by $r+1$ returns any one of them. For a scalar operator, $r=0$, there is a single term.

## The projection quantum number

The relation for $J_z$ is derived in `jz_relation`. The action of $J_z$ on operators is $\mathcal J_z=\tfrac12(\mathcal J_+\mathcal J_--\mathcal J_-\mathcal J_+)$, the identity `key`. Going down and up, then up and down, multiplies $T_a$ by $a(r-a+1)$ and $(r-a)(a+1)$ respectively, so

$$\mathcal J_zT_a=\tfrac12\bigl[a(r-a+1)-(r-a)(a+1)\bigr]T_a=\left(a-\tfrac r2\right)T_a=q\,T_a.$$

## Angular momentum as a rank 1 operator

Now take a single space and assume $[J_z,J_+]=J_+$, which together with the definition of $J_z$ gives the angular momentum algebra. The function `vectorOp` lists $J_-$, $\sqrt2J_z$, $-J_+$, which are $\sqrt2$ times the usual spherical components. With $c_2(0)=c_2(1)=\sqrt2$, the raising relations are

$$[J_+,J_-]=\sqrt2\,(\sqrt2J_z),\qquad [J_+,\sqrt2J_z]=\sqrt2\,(-J_+),$$

and the lowering relations are

$$[J_-,\sqrt2J_z]=\sqrt2J_-,\qquad [J_-,-J_+]=\sqrt2\,(\sqrt2J_z).$$

The end conditions hold because $J_+$ and $J_-$ each commute with themselves. This proves `vectorOp_isTensor`, and `isTensor_witness` applies it to the explicit spin-1/2 matrices.

In `trace_jz_sq`, the main theorem is applied to the middle component:

$$2\operatorname{tr}J_z^2=\tfrac13\bigl[\operatorname{tr}(J_+J_-)+2\operatorname{tr}J_z^2+\operatorname{tr}(J_-J_+)\bigr].$$

Halving both sides gives $\operatorname{tr}J_z^2=\tfrac13\operatorname{tr}J^2$, with $J^2=J_z^2+\tfrac12(J_+J_-+J_-J_+)$. For spin 1/2 the two traces are $\tfrac12$ and $\tfrac32$.
